# The residual of the Lanczos solution of (z − H)x = v is a multiple of the next Lanczos vector

For a finite Hermitian matrix H, the Lanczos relations HQ = QT + b q eᵀ hold, where Q has orthonormal columns, e is the last unit vector, and q is orthogonal to those columns but not assumed normalised. Let v be the first column of Q, and let y solve the small system (z − T)y = e₀, with z − T invertible. The lemma `residual` states that the approximate solution Qy of (z − H)x = v leaves the residual v − (z − H)Qy = b y_last q, where y_last is the last entry of y. The attempt rewrites (z − H)Q as Q(z − T) − b q eᵀ, applies this to y, and uses (z − T)y = e₀ and Qe₀ = v to cancel the two copies of v.

In Lean, a first try:

```lean
import Mathlib

open Matrix

namespace Residual

noncomputable section

variable {n : Type*} [Fintype n] [DecidableEq n] {k : ℕ}

/-- The Green's matrix `(z - A)⁻¹`, for `z` not an eigenvalue of `A`. -/
def green {ι : Type*} [Fintype ι] [DecidableEq ι] (A : Matrix ι ι ℂ) (z : ℂ) :
    Matrix ι ι ℂ := (z • (1 : Matrix ι ι ℂ) - A)⁻¹

/-- The Lanczos relations after `k + 1` steps: `H` is Hermitian, `T` is symmetric, the columns
of `Q` are orthonormal and orthogonal to `q`, and `H Q = Q T + b q eᵀ` with `e` the last
unit vector. -/
structure IsLanczos (H : Matrix n n ℂ) (Q : Matrix n (Fin (k + 1)) ℂ)
    (T : Matrix (Fin (k + 1)) (Fin (k + 1)) ℂ) (b : ℝ) (q : n → ℂ) : Prop where
  herm : H.IsHermitian
  symT : Tᵀ = T
  orth : Qᴴ * Q = 1
  perp : Qᴴ *ᵥ q = 0
  step : H * Q = Q * T + (b : ℂ) • vecMulVec q (Pi.single (Fin.last k) 1)

/-- The starting vector `v`, the first column of `Q`. -/
def start (Q : Matrix n (Fin (k + 1)) ℂ) : n → ℂ := fun i => Q i 0

/-- The solution `y` of the small system `(z - T) y = e₀`, for `z` not an eigenvalue of `T`. -/
def smallSol (T : Matrix (Fin (k + 1)) (Fin (k + 1)) ℂ) (z : ℂ) : Fin (k + 1) → ℂ :=
  fun j => green T z j 0

variable {H : Matrix n n ℂ} {Q : Matrix n (Fin (k + 1)) ℂ}
  {T : Matrix (Fin (k + 1)) (Fin (k + 1)) ℂ} {b : ℝ} {q : n → ℂ} {z : ℂ}

/-- The outer product of `a` and `c` sends `x` to `a` times the number `cᵀ x`. -/
theorem outer_mulVec {l m : Type*} [Fintype m] (a : l → ℂ) (c x : m → ℂ) :
    vecMulVec a c *ᵥ x = (c ⬝ᵥ x) • a := by
  ext i
  simp only [mulVec, dotProduct, vecMulVec_apply, Pi.smul_apply, smul_eq_mul, Finset.sum_mul]
  exact Finset.sum_congr rfl fun j _ => by ring

/-- Under the Lanczos relations and for `z - T` invertible, the approximate solution `Q y` of
`(z - H) x = v` has the residual `b y_last q`. -/
theorem residual (h : IsLanczos H Q T b q) (hT : IsUnit (z • 1 - T).det) :
    start Q - (z • 1 - H) *ᵥ (Q *ᵥ smallSol T z)
      = ((b : ℂ) * smallSol T z (Fin.last k)) • q := by
  have hI : (z • 1 - H) * Q
      = Q * (z • 1 - T) - (b : ℂ) • vecMulVec q (Pi.single (Fin.last k) 1) := by
    rw [Matrix.sub_mul, Matrix.mul_sub, h.step, Matrix.smul_mul, Matrix.one_mul,
      Matrix.mul_smul, Matrix.mul_one]
    abel
  -- the small system is solved exactly
  have hy : (z • 1 - T) *ᵥ smallSol T z = fun i => (1 : Matrix _ _ ℂ) i 0 :=
    funext fun i => congrFun (congrFun (mul_nonsing_inv _ hT) i) 0
  have hQ : Q *ᵥ (fun i => (1 : Matrix _ _ ℂ) i 0) = start Q := by
    ext i
    simp [mulVec, dotProduct, Matrix.one_apply, start]
  rw [mulVec_mulVec, hI, sub_mulVec, ← mulVec_mulVec, hy, hQ, smul_mulVec, outer_mulVec,
    single_dotProduct, one_mul, smul_smul]
  abel

end

end Residual
```

Compiling this gives:

```
Main.lean:54:52: error(lean.synthInstanceFailed): failed to synthesize instance of type class
  OfNat (Matrix (Fin (k + 1)) ℕ ℂ) 1
numerals are polymorphic in Lean, but the numeral `1` cannot be used in a context where the expected type is
  Matrix (Fin (k + 1)) ℕ ℂ
due to the absence of the instance above

Hint: Type class instance resolution failures can be inspected with the `set_option trace.Meta.synthInstance true` command.
Main.lean:55:20: error: Type mismatch
  congrFun (congrFun (mul_nonsing_inv (z • 1 - T) hT) i) 0
has type
  ((z • 1 - T) * (z • 1 - T)⁻¹) i 0 = (1 : Matrix (Fin (k + 1)) (Fin (k + 1)) ℂ) i 0
but is expected to have type
  ((z • 1 - T) *ᵥ smallSol T z) i = (1 : Matrix (Fin (k + 1)) ℕ ℂ) i 0
Main.lean:56:28: error(lean.synthInstanceFailed): failed to synthesize instance of type class
  OfNat (Matrix (Fin (k + 1)) ℕ ℂ) 1
numerals are polymorphic in Lean, but the numeral `1` cannot be used in a context where the expected type is
  Matrix (Fin (k + 1)) ℕ ℂ
due to the absence of the instance above

Hint: Type class instance resolution failures can be inspected with the `set_option trace.Meta.synthInstance true` command.
Main.lean:56:64: error: unsolved goals
n : Type u_1
inst✝¹ : Fintype n
inst✝ : DecidableEq n
k : ℕ
H : Matrix n n ℂ
Q : Matrix n (Fin (k + 1)) ℂ
T : Matrix (Fin (k + 1)) (Fin (k + 1)) ℂ
b : ℝ
q : n → ℂ
z : ℂ
h : IsLanczos H Q T b q
hT : IsUnit (z • 1 - T).det
hI : (z • 1 - H) * Q = Q * (z • 1 - T) - ↑b • vecMulVec q (Pi.single (Fin.last k) 1)
hy : (z • 1 - T) *ᵥ smallSol T z = fun i => 1 i 0
i : n
⊢ ∑ x, Q i x * 1 x 0 = Q i 0
Main.lean:59:6: error: Tactic `rewrite` failed: Did not find an occurrence of the pattern
  ?M *ᵥ ?N *ᵥ ?v
in the target expression
  Fin (k + 1) → OfNat (Matrix (Fin (k + 1)) ℕ ℂ) 1

case refine_2.refine_1
n : Type u_1
inst✝¹ : Fintype n
inst✝ : DecidableEq n
k : ℕ
H : Matrix n n ℂ
Q : Matrix n (Fin (k + 1)) ℂ
T : Matrix (Fin (k + 1)) (Fin (k + 1)) ℂ
b : ℝ
q : n → ℂ
z : ℂ
h : IsLanczos H Q T b q
hT : IsUnit (z • 1 - T).det
hI : (z • 1 - H) * Q = Q * (z • 1 - T) - ↑b • vecMulVec q (Pi.single (Fin.last k) 1)
hy : (z • 1 - T) *ᵥ smallSol T z = fun i => 1 i 0
⊢ Fin (k + 1) → OfNat (Matrix (Fin (k + 1)) ℕ ℂ) 1
Main.lean:58:30: warning: This simp argument is unused:
  Matrix.one_apply

Hint: Omit it from the simp argument list.
  [apply] simp [mulVec, dotProduct, start]

Note: This linter can be disabled with `set_option linter.unusedSimpArgs false`
```

The change, after which it compiles:

```diff
@@ -52,12 +52,13 @@
     abel
   -- the small system is solved exactly
-  have hy : (z • 1 - T) *ᵥ smallSol T z = fun i => (1 : Matrix _ _ ℂ) i 0 :=
+  have hy : (z • 1 - T) *ᵥ smallSol T z
+      = fun i => (1 : Matrix (Fin (k + 1)) (Fin (k + 1)) ℂ) i 0 :=
     funext fun i => congrFun (congrFun (mul_nonsing_inv _ hT) i) 0
-  have hQ : Q *ᵥ (fun i => (1 : Matrix _ _ ℂ) i 0) = start Q := by
+  have hQ : Q *ᵥ (fun i => (1 : Matrix (Fin (k + 1)) (Fin (k + 1)) ℂ) i 0) = start Q := by
     ext i
     simp [mulVec, dotProduct, Matrix.one_apply, start]
   rw [mulVec_mulVec, hI, sub_mulVec, ← mulVec_mulVec, hy, hQ, smul_mulVec, outer_mulVec,
     single_dotProduct, one_mul, smul_smul]
-  abel
+  exact sub_sub_cancel _ _
 
 end
```

In `hy` and `hQ`, the vector e₀ is written as column `0` of `(1 : Matrix _ _ ℂ)`. Nothing fixes the column type when the expression is elaborated, so the numeral `0` defaults to `ℕ`. Lean then needs a `1` in `Matrix (Fin (k + 1)) ℕ ℂ`, which is not a square matrix type, and finds no such instance.

The other errors follow. The term proving `hy` concerns the square identity matrix, so its type does not match. In `hQ`, `simp` cannot use `Matrix.one_apply` to evaluate the ill-formed `1`, and the sum remains. The missing instance is also left as a goal, and the final `rw` meets that goal, where there is no matrix product to rewrite.

Writing `Matrix (Fin (k + 1)) (Fin (k + 1)) ℂ` in both places makes `1` the identity matrix and `0` an element of `Fin (k + 1)`, which cures all these errors. Replacing the last `abel` by `sub_sub_cancel`, which states a − (a − c) = c, is tidying as far as the messages show: none of them reports a fault in that `abel`.
